# The energy change when one CI coefficient is shifted by minus its residual over the diagonal energy gap

For a finite real symmetric matrix `H` and a nonzero, not necessarily normalised coefficient vector c, let E be the Rayleigh quotient of c and r = Hc − Ec its residual. Coefficient i alone is changed by −r_i/(H_ii − E), where H_ii ≠ E is assumed, giving a vector c′ with Rayleigh quotient E′. `energy_balance` states that c′ is nonzero and that (E − E′)(H_ii − E)(c′·c′) = r_i². The attempt expands the quadratic form and the squared norm of c′ in powers of the change, then combines these expansions with the linear equation that the change satisfies.

As first written in Lean, the proof fails:

```lean
import Mathlib

open Matrix

namespace CoordinateRelaxation

noncomputable section

variable {n : Type*} [Fintype n]

/-- The CI energy of a coefficient vector: its Rayleigh quotient. -/
def energy (H : Matrix n n ℝ) (c : n → ℝ) : ℝ :=
  (c ⬝ᵥ H *ᵥ c) / (c ⬝ᵥ c)

/-- The residual vector `H c - q c`, where `q` is the energy of `c`. -/
def residual (H : Matrix n n ℝ) (c : n → ℝ) : n → ℝ :=
  H *ᵥ c - energy H c • c

/-- The change of coefficient `i`: minus the `i`-th residual component over the diagonal energy gap.
-/
def step (H : Matrix n n ℝ) (c : n → ℝ) (i : n) : ℝ :=
  -residual H c i / (H i i - energy H c)

/-- A nonzero coefficient vector has positive squared norm. -/
theorem normSq_pos {c : n → ℝ} (hc : c ≠ 0) : 0 < c ⬝ᵥ c := by
  have h0 : 0 ≤ c ⬝ᵥ c := by
    unfold dotProduct
    exact Finset.sum_nonneg fun i _ => mul_self_nonneg (c i)
  exact lt_of_le_of_ne h0 (Ne.symm (mt dotProduct_self_eq_zero.1 hc))

variable [DecidableEq n]

/-- The coefficient vector after relaxing coefficient `i` alone. -/
def relax (H : Matrix n n ℝ) (c : n → ℝ) (i : n) : n → ℝ :=
  c + Pi.single i (step H c i)

/-- Changing one coefficient by `t` changes the quadratic form of a symmetric `H`
by a term linear in `t` and a term quadratic in `t`. -/
theorem quadratic_single_change {H : Matrix n n ℝ} (hH : H.IsSymm)
    (c : n → ℝ) (i : n) (t : ℝ) :
    (c + Pi.single i t) ⬝ᵥ H *ᵥ (c + Pi.single i t)
      = c ⬝ᵥ H *ᵥ c + 2 * t * (H *ᵥ c) i + t ^ 2 * H i i := by
  -- symmetry makes the two cross terms equal
  have h1 : c ⬝ᵥ H *ᵥ (Pi.single i t) = t * (H *ᵥ c) i := by
    rw [Matrix.dotProduct_mulVec, ← Matrix.mulVec_transpose, hH.eq, dotProduct_single]
    ring
  have h2 : (Pi.single i t) ⬝ᵥ H *ᵥ c = t * (H *ᵥ c) i := by
    rw [single_dotProduct]
  have h3 : (Pi.single i t) ⬝ᵥ H *ᵥ (Pi.single i t) = t * (H i i * t) := by
    rw [single_dotProduct]
    change t * (H i ⬝ᵥ Pi.single i t) = _
    rw [dotProduct_single]
  rw [Matrix.mulVec_add, dotProduct_add, add_dotProduct, add_dotProduct, h1, h2, h3]
  ring

/-- If the energy of a nonzero `c` differs from `H i i`, no change of coefficient `i`
alone can produce the zero vector. -/
theorem single_change_ne_zero {H : Matrix n n ℝ} {c : n → ℝ} {i : n}
    (hc : c ≠ 0) (hne : H i i ≠ energy H c) (t : ℝ) :
    c + Pi.single i t ≠ 0 := by
  intro h
  -- otherwise `c` is a multiple of the `i`-th basis vector, with energy `H i i`
  have hc' : c = Pi.single i (-t) := by
    rw [eq_neg_of_add_eq_zero_left h, Pi.single_neg]
  have ht : t ≠ 0 := by
    intro h0
    apply hc
    rw [hc', h0]
    simp
  apply hne
  have hm : (H *ᵥ (Pi.single i (-t))) i = H i i * (-t) := by
    change H i ⬝ᵥ Pi.single i (-t) = _
    rw [dotProduct_single]
  rw [hc']
  unfold energy
  rw [single_dotProduct, single_dotProduct, Pi.single_eq_same, hm]
  field_simp

/-- Energy balance of one relaxation of a nonzero `c` when `H i i` differs from its energy: the new
vector is nonzero, and the energy drop times the gap times the squared norm of the new vector is the
square of the `i`-th residual component. -/
theorem energy_balance {H : Matrix n n ℝ} (hH : H.IsSymm) {c : n → ℝ} {i : n}
    (hc : c ≠ 0) (hne : H i i ≠ energy H c) :
    relax H c i ≠ 0 ∧
    (energy H c - energy H (relax H c i)) *
      ((H i i - energy H c) * (relax H c i ⬝ᵥ relax H c i)) = residual H c i ^ 2 := by
  have hd : relax H c i ≠ 0 := single_change_ne_zero hc hne _
  refine ⟨hd, ?_⟩
  have hE : c ⬝ᵥ H *ᵥ c = energy H c * (c ⬝ᵥ c) :=
    (div_mul_cancel₀ _ (normSq_pos hc).ne').symm
  have h1 : relax H c i ⬝ᵥ H *ᵥ relax H c i
      = energy H (relax H c i) * (relax H c i ⬝ᵥ relax H c i) :=
    (div_mul_cancel₀ _ (normSq_pos hd).ne').symm
  have hQ : relax H c i ⬝ᵥ H *ᵥ relax H c i = c ⬝ᵥ H *ᵥ c
      + 2 * step H c i * (H *ᵥ c) i + step H c i ^ 2 * H i i :=
    quadratic_single_change hH c i _
  have hN : relax H c i ⬝ᵥ relax H c i
      = c ⬝ᵥ c + 2 * step H c i * c i + step H c i ^ 2 := by
    unfold relax
    simp only [dotProduct_add, add_dotProduct, single_dotProduct, dotProduct_single,
      Pi.single_eq_same]
    ring
  have hr : residual H c i = (H *ᵥ c) i - energy H c * c i := rfl
  -- the step solves the one-coefficient linear equation
  have h3 : (H i i - energy H c) * step H c i = -residual H c i :=
    mul_div_cancel₀ _ (sub_ne_zero.2 hne)
  have h2 : energy H c * (relax H c i ⬝ᵥ relax H c i) - relax H c i ⬝ᵥ H *ᵥ relax H c i
      = -2 * step H c i * residual H c i - step H c i ^ 2 * (H i i - energy H c) := by
    rw [hQ, hN, hr, hE]
    ring
  linear_combination (H i i - energy H c) * h2 + (H i i - energy H c) * h1
    - ((H i i - energy H c) * step H c i + residual H c i) * h3

end

end CoordinateRelaxation
```

Lean reports:

```
Try this:
  [apply] ring_nf
  
  The `ring` tactic failed to close the goal. Use `ring_nf` to obtain a normal form.
    
  Note that `ring` works primarily in *commutative* rings. If you have a noncommutative ring, abelian group or module, consider using `noncomm_ring`, `abel` or `module` instead.
Main.lean:98:58: error: unsolved goals
n : Type u_1
inst✝¹ : Fintype n
inst✝ : DecidableEq n
H : Matrix n n ℝ
hH : H.IsSymm
c : n → ℝ
i : n
hc : c ≠ 0
hne : H i i ≠ energy H c
hd : relax H c i ≠ 0
hE : c ⬝ᵥ H *ᵥ c = energy H c * c ⬝ᵥ c
h1 : relax H c i ⬝ᵥ H *ᵥ relax H c i = energy H (relax H c i) * relax H c i ⬝ᵥ relax H c i
hQ : relax H c i ⬝ᵥ H *ᵥ relax H c i = c ⬝ᵥ H *ᵥ c + 2 * step H c i * (H *ᵥ c) i + step H c i ^ 2 * H i i
⊢ c ⬝ᵥ c + step H c i * c i + step H c i * (c + Pi.single i (step H c i)) i =
    c ⬝ᵥ c + step H c i * c i * 2 + step H c i ^ 2
Main.lean:101:6: warning: This simp argument is unused:
  Pi.single_eq_same

Hint: Omit it from the simp argument list.
  [apply] simp only [dotProduct_add, add_dotProduct, single_dotProduct, dotProduct_single]

Note: This linter can be disabled with `set_option linter.unusedSimpArgs false`
```

What went wrong. The error is in `hN`, the expansion of the squared norm of the new vector. `ring` could not close the goal, and the goal left over shows why: it still contains `(c + Pi.single i (step H c i)) i`, a sum of two functions evaluated at `i`. This term arises when `dotProduct_single` rewrites the product of the whole sum with `Pi.single i (step H c i)`. Nothing in the simp list splits the evaluation of a sum, and `ring` treats the term as an opaque quantity, so it cannot see that it equals `c i + step H c i`.

The warning that `Pi.single_eq_same` is unused has the same origin. That lemma needs `Pi.single i _` itself evaluated at `i`, but here only the sum is evaluated.

The diff adds `Pi.add_apply`, which turns the term into `c i + Pi.single i (step H c i) i`. `Pi.single_eq_same` now applies and reduces the second part to `step H c i`, and `ring` can prove the remaining identity. The lemma reported as unused is therefore needed after all, and the repair keeps it.

This version goes through:

```diff
@@ -99,5 +99,5 @@
     unfold relax
     simp only [dotProduct_add, add_dotProduct, single_dotProduct, dotProduct_single,
-      Pi.single_eq_same]
+      Pi.add_apply, Pi.single_eq_same]
     ring
   have hr : residual H c i = (H *ᵥ c) i - energy H c * c i := rfl
```
